# In a three-state model with T = diag(−1, −1, 1) and H = diag(a, a, b), the level b is nondegenerate in the sector T = +1

The model has a three-dimensional complex state space, on which the model translation T multiplies the first two amplitudes by −1 and the third by +1, while the Hamiltonian H gives the first two the energy a and the third the energy b. The theorem `model_singlet` states that the states with both T = +1 and energy b form a space of complex dimension one. Here a and b are any real numbers; they may be equal, since the count is made only within the sector T = +1. The attempt shows that this common eigenspace is the span of the vector (0, 0, 1), by proving both inclusions, and then uses the fact that the span of a nonzero vector has dimension one.

As first written in Lean, the proof fails:

```lean
import Mathlib

open Module
open scoped InnerProductSpace

namespace NonsymmorphicDegeneracy

noncomputable section

/-- The state space of a three-state model. -/
abbrev C3 := EuclideanSpace ℂ (Fin 3)

/-- Model translation: `-1` on the first two amplitudes and `+1` on the third. -/
def modelT : C3 →ₗ[ℂ] C3 where
  toFun x := !₂[-x 0, -x 1, x 2]
  map_add' x y := by ext i; fin_cases i <;> simp <;> ring
  map_smul' c x := by ext i; fin_cases i <;> simp

/-- Model Hamiltonian: energy `a` on the first two amplitudes and `b` on the third. -/
def modelH (a b : ℝ) : C3 →ₗ[ℂ] C3 where
  toFun x := !₂[(a : ℂ) * x 0, (a : ℂ) * x 1, (b : ℂ) * x 2]
  map_add' x y := by ext i; fin_cases i <;> simp <;> ring
  map_smul' c x := by ext i; fin_cases i <;> simp <;> ring

/-- In the sector `T = +1` of the three-state model, the level `b` is nondegenerate. -/
theorem model_singlet (a b : ℝ) :
    finrank ℂ (End.eigenspace modelT 1 ⊓ End.eigenspace (modelH a b) (b : ℂ) :
      Submodule ℂ C3) = 1 := by
  have hs : (End.eigenspace modelT 1 ⊓ End.eigenspace (modelH a b) (b : ℂ) : Submodule ℂ C3)
      = Submodule.span ℂ {(!₂[0, 0, 1] : C3)} := by
    ext x
    rw [Submodule.mem_inf, End.mem_eigenspace_iff, End.mem_eigenspace_iff,
      Submodule.mem_span_singleton]
    constructor
    · rintro ⟨hT, _⟩
      -- `T = +1` removes the first two amplitudes
      have h0 : -x 0 = x 0 := by simpa [modelT] using congrArg (fun v : C3 => v 0) hT
      have h1 : -x 1 = x 1 := by simpa [modelT] using congrArg (fun v : C3 => v 1) hT
      have h0' : x 0 = 0 := by linear_combination (-1 / 2 : ℂ) * h0
      have h1' : x 1 = 0 := by linear_combination (-1 / 2 : ℂ) * h1
      refine ⟨x 2, ?_⟩
      ext i
      fin_cases i <;> simp [h0', h1']
    · rintro ⟨c, rfl⟩
      constructor
      · ext i; fin_cases i <;> simp [modelT]
      · ext i; fin_cases i <;> simp [modelH]
  rw [hs]
  apply finrank_span_singleton
  intro h
  have h2 := congrArg (fun v : C3 => v 2) h
  simp at h2

end

end NonsymmorphicDegeneracy
```

The compiler's answer:

```
Main.lean:47:6: error: unsolved goals
case mpr.right.«2»
a b : ℝ
c : ℂ
⊢ c * ↑b = ↑b * c
```

What went wrong. The error lies in the inclusion of the span in the common eigenspace, where a multiple c of (0, 0, 1) must be shown to have energy b. After `fin_cases i`, the call `simp [modelH]` closes the goals for the first two components, but for the third it leaves `c * ↑b = ↑b * c`, where `↑b` is the real number b read as a complex number. The two sides differ only in the order of the factors. The equation is true because complex multiplication is commutative, but `simp` did not bring the two sides to the same form, and no later step in that bullet dealt with the goal, so Lean reported it as unsolved.

The repair adds `; ring` at the end of the line. Since `<;>` binds more tightly than `;`, `ring` runs once, after `simp` has treated all three components, and so meets only the one goal that is left. It proves identities in commutative rings, and closes this one.

Lean accepts the file once it reads:

```diff
@@ -45,5 +45,5 @@
       constructor
       · ext i; fin_cases i <;> simp [modelT]
-      · ext i; fin_cases i <;> simp [modelH]
+      · ext i; fin_cases i <;> simp [modelH]; ring
   rw [hs]
   apply finrank_span_singleton
```
